# The integral of (1 − u²)^l over [−1, 1] and the normalisation of (x + iy)^l on the unit sphere

Differentiate u(1 − u²) and write the result in terms of 1 − u²:

d/du [u(1 − u²)] = 1 − 3u² = 3(1 − u²) − 2.

The function u(1 − u²) vanishes at u = −1 and u = 1, so the right-hand side integrates to zero over [−1, 1]. Hence three times the integral of 1 − u² equals two times the integral of 1, which is 4, and the integral of 1 − u² is 4/3.

The same argument, applied to u(1 − u²)^l, links the integral of (1 − u²)^l for each l ≥ 1 to the one with exponent l − 1; for l = 0 the integral is 2. For every natural number l, write

I(l) = ∫ from −1 to 1 of (1 − u²)^l du,

and let n!! = n(n − 2)(n − 4)⋯ be the double factorial, ending at 2 or 1, with 0!! = 1. The result is

I(l) = 2 (2l)!! / (2l+1)!!.

With u the cosine of the polar angle, this integral fixes the norm of (x + iy)^l on the unit sphere. It therefore supplies the angular part of the normalisation of a single Gaussian primitive (x + iy)^l exp(−αr²), α > 0; the radial integral is a separate factor.

In Lean 4 with Mathlib:

```lean
import Mathlib

open scoped Nat Real ComplexConjugate

namespace HighestWeightNormalisation

noncomputable section
```

## Harmonics and their overlap on the sphere

The highest-weight solid harmonic of degree l is (x + iy)^l, the component with the largest magnetic quantum number. It is a complex function of three real coordinates and does not depend on z.

```lean
/-- The solid harmonic `(x + i y)^l` as a function of the Cartesian coordinates. -/
def highestWeight (l : ℕ) (x y _z : ℝ) : ℂ := ((x : ℂ) + (y : ℂ) * Complex.I) ^ l
```

On the unit sphere, with polar angle θ and azimuth t,

x = sin θ cos t, y = sin θ sin t, z = cos θ,

and the overlap of f and g is

⟨f, g⟩ = ∫ from 0 to π dθ ∫ from 0 to 2π dt f* g sin θ.

The definition fixes two conventions: the first function is conjugated, and the surface integral is an iterated integral with the azimuth inside.

```lean
/-- The overlap of two functions on the unit sphere, integrated over the polar angle `θ` and
the azimuth `t` with surface element `sin θ dt dθ`. -/
def sphereOverlap (f g : ℝ → ℝ → ℝ → ℂ) : ℂ :=
  ∫ θ in (0 : ℝ)..π, ∫ t in (0 : ℝ)..(2 * π),
    conj (f (Real.sin θ * Real.cos t) (Real.sin θ * Real.sin t) (Real.cos θ)) *
      g (Real.sin θ * Real.cos t) (Real.sin θ * Real.sin t) (Real.cos θ) *
      ((Real.sin θ : ℝ) : ℂ)
```

The prefactor that will give unit norm is

N(l) = √( (2l+1)!! / (4π (2l)!!) ).

It is taken real and positive, so a phase convention that attaches a sign (−1)^l is not included.

```lean
/-- The prefactor `sqrt ((2l+1)!! / (4 π (2l)!!))`. -/
def normConst (l : ℕ) : ℝ := Real.sqrt (((2 * l + 1)‼ : ℝ) / (4 * π * ((2 * l)‼ : ℝ)))
```

The normalised function is N(l)(x + iy)^l. For l = 0 it is the constant 1/√(4π), and for l = 1 it is √(3/(8π)) (x + iy).

```lean
/-- The solid harmonic `(x + i y)^l` multiplied by the prefactor `normConst l`. -/
def normalisedHarmonic (l : ℕ) (x y z : ℝ) : ℂ := (normConst l : ℂ) * highestWeight l x y z
```

## From degree l to degree l + 1

The product rule gives

d/du [u(1 − u²)^(l+1)] = (1 − u²)^(l+1) − (2l+2) u² (1 − u²)^l.

Replacing u² by 1 − (1 − u²) turns this into

(2l+3)(1 − u²)^(l+1) − (2l+2)(1 − u²)^l.

Since l + 1 ≥ 1, the boundary values vanish, and integration yields

(2l+3) I(l+1) = (2l+2) I(l).

```lean
/-- Over `[-1, 1]`, `2l+3` times the integral of `(1 - u^2)^(l+1)` equals `2l+2` times the integral
of `(1 - u^2)^l`. -/
theorem polar_recurrence (l : ℕ) :
    (2 * (l : ℝ) + 3) * (∫ u in (-1 : ℝ)..1, (1 - u ^ 2) ^ (l + 1)) =
      (2 * (l : ℝ) + 2) * ∫ u in (-1 : ℝ)..1, (1 - u ^ 2) ^ l := by
  -- the integrand of the recurrence is the derivative of `u (1 - u^2)^(l+1)`
  have hd : ∀ u : ℝ, HasDerivAt (fun u : ℝ => u * (1 - u ^ 2) ^ (l + 1))
      ((2 * (l : ℝ) + 3) * (1 - u ^ 2) ^ (l + 1) - (2 * (l : ℝ) + 2) * (1 - u ^ 2) ^ l) u := by
    intro u
    have h1 : HasDerivAt (fun u : ℝ => 1 - u ^ 2) (-(2 * u)) u := by
      simpa using (hasDerivAt_pow 2 u).const_sub 1
    refine ((hasDerivAt_id' u).fun_mul (h1.fun_pow (l + 1))).congr_deriv ?_
    simp only [add_tsub_cancel_right]
    push_cast
    ring
  -- the boundary terms vanish at `u = -1` and `u = 1`
  have hi : ∫ u in (-1 : ℝ)..1, ((2 * (l : ℝ) + 3) * (1 - u ^ 2) ^ (l + 1) -
      (2 * (l : ℝ) + 2) * (1 - u ^ 2) ^ l) = 0 := by
    rw [intervalIntegral.integral_eq_sub_of_hasDerivAt (fun u _ => hd u)
      (Continuous.intervalIntegrable (by fun_prop) _ _)]
    norm_num
  rw [intervalIntegral.integral_sub (Continuous.intervalIntegrable (by fun_prop) _ _)
    (Continuous.intervalIntegrable (by fun_prop) _ _),
    intervalIntegral.integral_const_mul, intervalIntegral.integral_const_mul] at hi
  linarith
```

Here `hd` is the derivative, with `ring` doing the replacement of u², and `hi` is the vanishing integral obtained from the fundamental theorem of calculus. Linearity then splits `hi` into the two integrals of the recurrence.

## The closed form

For l = 0 the integral is 2, in agreement with 2 · 0!!/1!!. If the formula holds for l, the recurrence gives

I(l+1) = (2l+2)/(2l+3) · 2 (2l)!!/(2l+1)!! = 2 (2l+2)!!/(2l+3)!!,

because (2l+2)!! = (2l+2)(2l)!! and (2l+3)!! = (2l+3)(2l+1)!!.

```lean
/-- The integral of `(1 - u^2)^l` over `[-1, 1]` equals `2 (2l)!! / (2l+1)!!`. -/
theorem polar_integral (l : ℕ) :
    ∫ u in (-1 : ℝ)..1, (1 - u ^ 2) ^ l = 2 * ((2 * l)‼ : ℝ) / ((2 * l + 1)‼ : ℝ) := by
  induction l with
  | zero => norm_num [Nat.doubleFactorial]
  | succ l ih =>
    have h := polar_recurrence l
    rw [ih] at h
    have e1 : (2 * (l + 1))‼ = (2 * l + 2) * (2 * l)‼ := Nat.doubleFactorial_add_two (2 * l)
    have e2 : (2 * (l + 1) + 1)‼ = (2 * l + 3) * (2 * l + 1)‼ :=
      Nat.doubleFactorial_add_two (2 * l + 1)
    have hp : ((2 * l + 1)‼ : ℝ) ≠ 0 := by
      exact_mod_cast (Nat.doubleFactorial_pos (2 * l + 1)).ne'
    have hq : (2 * (l : ℝ) + 3) ≠ 0 := by positivity
    have hc : 2 * ((2 * l)‼ : ℝ) / ((2 * l + 1)‼ : ℝ) * ((2 * l + 1)‼ : ℝ) =
        2 * ((2 * l)‼ : ℝ) := div_mul_cancel₀ _ hp
    rw [e1, e2]
    push_cast
    rw [eq_div_iff (mul_ne_zero hq hp)]
    linear_combination ((2 * l + 1)‼ : ℝ) * h + (2 * (l : ℝ) + 2) * hc
```

The two double-factorial identities are `e1` and `e2`. The denominators are nonzero by `hp` and `hq`, and `linear_combination` completes the induction step after they have been cleared.

## Back to the polar angle

Put u = cos θ, so that du = −sin θ dθ. Then

∫ from 0 to π of sin^(2l+1) θ dθ = ∫ from 0 to π of (1 − cos² θ)^l sin θ dθ = I(l),

where the minus sign is absorbed by exchanging the limits.

```lean
/-- The integral of `sin^(2l+1) θ` over `[0, π]` equals `2 (2l)!! / (2l+1)!!`. -/
theorem polar_integral_sin (l : ℕ) :
    ∫ θ in (0 : ℝ)..π, Real.sin θ ^ (2 * l + 1) =
      2 * ((2 * l)‼ : ℝ) / ((2 * l + 1)‼ : ℝ) := by
  -- substitute `u = cos θ`
  have h := integral_sin_pow_odd_mul_cos_pow (a := 0) (b := π) l 0
  simp only [pow_zero, mul_one, one_mul, Real.cos_pi, Real.cos_zero] at h
  rw [h, polar_integral]
```

Mathlib already has this substitution for an odd power of the sine times any power of the cosine; it is used with cosine power 0.

## The azimuthal phase

Let m be a second natural number. If m = l, the phase exp(i(m − l)t) is 1 and integrates to 2π. If m ≠ l,

∫ from 0 to 2π of exp(i(m − l)t) dt = (exp(2πi(m − l)) − 1) / (i(m − l)) = 0,

since m − l is an integer.

```lean
/-- The azimuthal phase `exp (i (m - l) t)` integrates over a full turn to `2 π` if `l = m`
and to zero otherwise. -/
theorem azimuthal_integral (l m : ℕ) :
    ∫ t in (0 : ℝ)..(2 * π), Complex.exp (((m : ℂ) - l) * Complex.I * (t : ℂ)) =
      if l = m then ((2 * π : ℝ) : ℂ) else 0 := by
  by_cases h : l = m
  · subst h
    simp
  · have hml : (m : ℂ) - l ≠ 0 := by
      intro h0
      exact h (by exact_mod_cast (sub_eq_zero.mp h0).symm)
    have he : Complex.exp (((m : ℂ) - l) * Complex.I * ((2 * π : ℝ) : ℂ)) = 1 := by
      rw [Complex.exp_eq_one_iff]
      refine ⟨(m : ℤ) - l, ?_⟩
      push_cast
      ring
    rw [integral_exp_mul_complex (mul_ne_zero hml Complex.I_ne_zero), he]
    simp [h]
```

The proof splits into the same two cases, and `he` states that the phase returns to 1 after a full turn.

The zero depends on m − l being a nonzero integer. If the difference were 1/2, the integral would be

∫ from 0 to 2π of exp(it/2) dt = (2/i)(exp(iπ) − 1) = 4i,

so the two phases would not be orthogonal.

## Factorising the integrand

At distance s from the z axis, x + iy = s exp(it). Therefore

((x + iy)^l)* (x + iy)^m s = s^(l+m+1) exp(i(m − l)t).

```lean
/-- At `x = s cos t`, `y = s sin t`, the conjugate of `(x + i y)^l` times `(x + i y)^m` times `s`
equals `s^(l+m+1) exp (i (m - l) t)`. -/
theorem overlap_density (l m : ℕ) (s t z : ℝ) :
    conj (highestWeight l (s * Real.cos t) (s * Real.sin t) z) *
      highestWeight m (s * Real.cos t) (s * Real.sin t) z * (s : ℂ) =
      (s : ℂ) ^ (l + m + 1) * Complex.exp (((m : ℂ) - l) * Complex.I * (t : ℂ)) := by
  have h1 : ((s * Real.cos t : ℝ) : ℂ) + ((s * Real.sin t : ℝ) : ℂ) * Complex.I =
      (s : ℂ) * Complex.exp ((t : ℂ) * Complex.I) := by
    rw [Complex.exp_mul_I]
    push_cast
    ring
  have h2 : conj (Complex.exp ((t : ℂ) * Complex.I)) =
      Complex.exp (-((t : ℂ) * Complex.I)) := by
    rw [← Complex.exp_conj]
    simp
  have h3 : Complex.exp (((m : ℂ) - l) * Complex.I * (t : ℂ)) =
      Complex.exp (-((t : ℂ) * Complex.I)) ^ l * Complex.exp ((t : ℂ) * Complex.I) ^ m := by
    rw [← Complex.exp_nat_mul, ← Complex.exp_nat_mul, ← Complex.exp_add]
    congr 1
    ring
  unfold highestWeight
  rw [h1, map_pow, map_mul, Complex.conj_ofReal, h2, h3, mul_pow, mul_pow]
  ring
```

The lemma holds for every real s and z; the sphere enters when s = sin θ. Euler's formula is `h1`, conjugation of the phase is `h2`, and `h3` splits the combined phase into its two powers.

## The norm and the orthogonality

The azimuthal integral removes every pair with l ≠ m. For l = m it leaves 2π times the polar integral:

⟨(x + iy)^l, (x + iy)^l⟩ = 2π · 2 (2l)!!/(2l+1)!! = 4π (2l)!!/(2l+1)!!.

For l = 0 this is the area 4π of the sphere, and for l = 1 it is 8π/3.

```lean
/-- On the unit sphere the overlap of `(x + i y)^l` and `(x + i y)^m` is
`4 π (2l)!! / (2l+1)!!` if `l = m` and zero otherwise. -/
theorem highestWeight_overlap (l m : ℕ) :
    sphereOverlap (highestWeight l) (highestWeight m) =
      if l = m then ((4 * π * ((2 * l)‼ : ℝ) / ((2 * l + 1)‼ : ℝ) : ℝ) : ℂ) else 0 := by
  unfold sphereOverlap
  simp_rw [overlap_density, intervalIntegral.integral_const_mul, azimuthal_integral]
  by_cases h : l = m
  · subst h
    have e : l + l + 1 = 2 * l + 1 := by ring
    simp only [↓reduceIte, e]
    -- the remaining factor is the polar-angle integral
    rw [intervalIntegral.integral_mul_const]
    simp_rw [← Complex.ofReal_pow]
    rw [intervalIntegral.integral_ofReal, polar_integral_sin, ← Complex.ofReal_mul]
    congr 1
    ring
  · simp [h]
```

After `overlap_density` has rewritten the integrand, the power of sin θ leaves the inner integral as a constant. The diagonal case then reduces to `polar_integral_sin`.

Multiplying each function by its prefactor multiplies the overlap by N(l)N(m). For l ≠ m it remains zero, and for l = m

N(l)² · 4π (2l)!!/(2l+1)!! = 1.

```lean
/-- The harmonics `(x + i y)^l` with prefactor `sqrt ((2l+1)!! / (4 π (2l)!!))` are
orthonormal on the unit sphere. -/
theorem normalisedHarmonic_orthonormal (l m : ℕ) :
    sphereOverlap (normalisedHarmonic l) (normalisedHarmonic m) = if l = m then 1 else 0 := by
  have pt : ∀ x y z s : ℝ,
      conj (normalisedHarmonic l x y z) * normalisedHarmonic m x y z * (s : ℂ) =
        ((normConst l : ℂ) * (normConst m : ℂ)) *
          (conj (highestWeight l x y z) * highestWeight m x y z * (s : ℂ)) := by
    intro x y z s
    simp only [normalisedHarmonic, map_mul, Complex.conj_ofReal]
    ring
  -- the real prefactors come out of the overlap
  have hs : sphereOverlap (normalisedHarmonic l) (normalisedHarmonic m) =
      ((normConst l : ℂ) * (normConst m : ℂ)) *
        sphereOverlap (highestWeight l) (highestWeight m) := by
    simp only [sphereOverlap, pt, intervalIntegral.integral_const_mul]
  have key : ∀ a b : ℝ, 0 < a → 0 < b →
      Real.sqrt (b / (4 * π * a)) * Real.sqrt (b / (4 * π * a)) * (4 * π * a / b) = 1 := by
    intro a b ha hb
    have hpi := Real.pi_pos
    rw [Real.mul_self_sqrt (by positivity)]
    field_simp
  rw [hs, highestWeight_overlap]
  by_cases h : l = m
  · subst h
    simp only [↓reduceIte]
    rw [← Complex.ofReal_mul, ← Complex.ofReal_mul, normConst,
      key _ _ (by exact_mod_cast Nat.doubleFactorial_pos (2 * l))
        (by exact_mod_cast Nat.doubleFactorial_pos (2 * l + 1)), Complex.ofReal_one]
  · simp [h]

end

end HighestWeightNormalisation
```

The prefactors are taken out of the overlap in `hs`, and `key` is the cancellation on the diagonal, which uses the positivity of the double factorials. The statement concerns one function for each degree; the other 2l components of degree l are not treated.

```lean
#print axioms HighestWeightNormalisation.normalisedHarmonic_orthonormal
```

```
'HighestWeightNormalisation.normalisedHarmonic_orthonormal' depends on axioms: [propext, Classical.choice, Quot.sound]
```
